# The majority polynomial of degree 2m+1 suppresses occupations below 1/2 exponentially in m

When an approximate one-particle density operator $D$ is purified by a single polynomial step, the degree of the polynomial has to be chosen. The occupations of $D$ lie between 0 and 1, and the step should push those below $1/2$ towards 0 and those above $1/2$ towards 1. A bound on the occupation that is left over, given how close the nearest level sits to $1/2$, can guide this choice.

For an integer $m\ge 0$ and an occupation $x$, the majority polynomial is

$$p_m(x)=\sum_{k=m+1}^{2m+1}\binom{2m+1}{k}x^k(1-x)^{2m+1-k}.$$

It is the probability that more than half of $2m+1$ independent votes are "occupied" when each is so with probability $x$. For $m=0$ it is $x$ itself, and for $m=1$ it is the McWeeny polynomial $3x^2-2x^3$. The claim is

$$0\le p_m(x)\le x\,\bigl(4x(1-x)\bigr)^m\qquad(0\le x\le 1/2).$$

The factor $4x(1-x)$ is less than 1 for $x<1/2$ and equals 1 at $x=1/2$, where the bound gives no suppression. A level exactly at the midpoint in fact stays there: the symmetry derived below gives $p_m(1/2)=1/2$.

## Counting the minority votes

Let $j=2m+1-k$ be the number of minority votes. Since $\binom{2m+1}{k}=\binom{2m+1}{j}$,

$$p_m(x)=\sum_{j=0}^{m}\binom{2m+1}{j}x^{2m+1-j}(1-x)^j .$$

For $0\le x\le 1/2$ every term is nonnegative, and $x\le 1-x$ gives

$$x^{2m+1-j}(1-x)^j=x^{m+1}x^{m-j}(1-x)^j\le x^{m+1}(1-x)^{m-j}(1-x)^j=x^{m+1}(1-x)^m .$$

The bound no longer depends on $j$, so only the coefficients remain to be summed. All coefficients of order $2m+1$ add up to $2^{2m+1}$, and by symmetry those with $j\le m$ make up half of this, which is $4^m$. Hence

$$p_m(x)\le 4^m x^{m+1}(1-x)^m=x\bigl(4x(1-x)\bigr)^m .$$

For a lower bound on all of $[0,1]$, keep only the term $j=m$. Its coefficient is the largest of $m+1$ numbers with sum $4^m$, so it is at least $4^m/(m+1)$, and

$$p_m(x)\ge \frac{x\bigl(4x(1-x)\bigr)^m}{m+1}.$$

On $[0,1/2]$ the two bounds differ only by the factor $m+1$, so the exponential rate in $m$ cannot be improved.

If $x\le 1/2-\delta$ with $\delta\ge 0$, then $4x(1-x)=1-4(1/2-x)^2\le 1-4\delta^2$, and therefore $p_m(x)\le x(1-4\delta^2)^m$. Because $x\le 1/2$ and $1-4\delta^2\le e^{-4\delta^2}$, a residual occupation of at most $\varepsilon>0$ is guaranteed for $\delta>0$ as soon as $m\ge \ln(1/(2\varepsilon))/(4\delta^2)$.

## Filled levels and eigenvectors

Replacing $x$ by $1-x$ in the sum over $j$ gives the terms $k=0,\dots,m$ of the binomial expansion of $(x+(1-x))^{2m+1}=1$, while $p_m(x)$ contains the others. Hence

$$p_m(x)+p_m(1-x)=1 .$$

For $x\ge 1/2$ the missing occupation $1-p_m(x)$ is therefore $p_m(1-x)$, which is at most $(1-x)(4x(1-x))^m$.

Now let $Dv=xv$. Powers of $D$ and $1-D$ multiply $v$ by powers of $x$ and $1-x$, so $p_m(D)v=p_m(x)v$. For a normalised $v$ this gives

$$\|p_m(D)v\|\le x\bigl(4x(1-x)\bigr)^m\quad(0\le x\le 1/2),$$
$$\|p_m(D)v-v\|\le (1-x)\bigl(4x(1-x)\bigr)^m\quad(1/2\le x\le 1).$$

The same reasoning also bounds the error of filled levels from below. Putting $1-x$ into the lower bound and using the symmetry yields $1-p_m(x)\ge (1-x)(4x(1-x))^m/(m+1)$ on $[0,1]$, so filled levels approach 1 no faster than this rate. This companion estimate is derived here by hand and is not stated in the Lean code.

## One definition for occupations and operators

```lean
import Mathlib

open Finset

namespace MajorityPurification
```

The polynomial is defined for an element `a` of any ring `R`.

```lean
/-- The majority polynomial of order `2m+1`, applied to an element `a` of any ring: for example a
real occupation number or a one-particle density operator. -/
def majority {R : Type*} [Ring R] (m : ℕ) (a : R) : R :=
  ∑ k ∈ Ioc m (2 * m + 1), (2 * m + 1).choose k • (a ^ k * (1 - a) ^ (2 * m + 1 - k))
```

The set `Ioc m (2 * m + 1)` contains the integers $k$ with $m<k\le 2m+1$, and `•` is multiplication by a natural number. With `R` equal to `ℝ`, `majority m x` is the number $p_m(x)$. With `R` equal to `Module.End ℂ V`, the linear maps of a complex vector space `V` to itself with composition as product, `majority m D` is the purified operator.

## The sum over holes

```lean
/-- The majority polynomial as a sum over the power `j ≤ m` of the hole factor `1 - a`. -/
theorem majority_eq_sum_holes {R : Type*} [Ring R] (m : ℕ) (a : R) :
    majority m a =
      ∑ j ∈ range (m + 1), (2 * m + 1).choose j • (a ^ (2 * m + 1 - j) * (1 - a) ^ j) := by
  unfold majority
  refine Finset.sum_nbij' (fun k => 2 * m + 1 - k) (fun j => 2 * m + 1 - j) ?_ ?_ ?_ ?_ ?_
  · intro k hk
    simp only [mem_Ioc, mem_range] at *
    omega
  · intro j hj
    simp only [mem_Ioc, mem_range] at *
    omega
  · intro k hk
    have hk' := mem_Ioc.mp hk
    show 2 * m + 1 - (2 * m + 1 - k) = k
    omega
  · intro j hj
    have hj' := mem_range.mp hj
    show 2 * m + 1 - (2 * m + 1 - j) = j
    omega
  · intro k hk
    have hk' := mem_Ioc.mp hk
    simp only [Nat.choose_symm hk'.2, Nat.sub_sub_self hk'.2]
```

This is the change of index $j=2m+1-k$. `Finset.sum_nbij'` asks for the map in both directions. The first four goals check that the maps land in the right sets and undo each other, and the last one matches the terms through `Nat.choose_symm`. The order of the factors $a$ and $1-a$ is unchanged, so the identity holds in noncommutative rings too.

## Particle-hole symmetry

```lean
/-- Particle-hole symmetry: the purified occupations of `x` and `1 - x` add up to one. -/
theorem majority_add_majority_hole (m : ℕ) (x : ℝ) :
    majority m x + majority m (1 - x) = 1 := by
  -- the full binomial sum is one
  have hone : ∑ k ∈ range (2 * m + 1 + 1),
      (2 * m + 1).choose k • (x ^ k * (1 - x) ^ (2 * m + 1 - k)) = 1 := by
    have h := add_pow x (1 - x) (2 * m + 1)
    rw [add_sub_cancel, one_pow] at h
    refine Eq.trans (Finset.sum_congr rfl ?_) h.symm
    intro k _
    rw [nsmul_eq_mul]
    ring
  -- it splits into a minority part and a majority part
  have hsplit : range (2 * m + 1 + 1) = range (m + 1) ∪ Ioc m (2 * m + 1) := by
    ext k
    simp only [mem_union, mem_range, mem_Ioc]
    omega
  have hdisj : Disjoint (range (m + 1)) (Ioc m (2 * m + 1)) :=
    Finset.disjoint_left.mpr (fun k h1 h2 => by
      simp only [mem_range, mem_Ioc] at h1 h2
      omega)
  rw [hsplit, Finset.sum_union hdisj] at hone
  have hh : majority m (1 - x) = ∑ j ∈ range (m + 1),
      (2 * m + 1).choose j • (x ^ j * (1 - x) ^ (2 * m + 1 - j)) := by
    rw [majority_eq_sum_holes]
    refine Finset.sum_congr rfl ?_
    intro j _
    rw [sub_sub_cancel, mul_comm (x ^ j)]
  rw [hh, majority, add_comm]
  exact hone
```

The step `hone` is the binomial theorem for $x+(1-x)=1$. `hsplit` and `hdisj` cut its index range into $k\le m$ and $k>m$, and `hh` identifies the lower part with $p_m(1-x)$. No restriction on the real number $x$ is needed.

## The upper bound and the source of $4^m$

```lean
/-- For an occupation in `[0, 1/2]`, the purified occupation is nonnegative and at most
`x (4x(1-x))^m`. -/
theorem majority_bounds (m : ℕ) {x : ℝ} (hx0 : 0 ≤ x) (hx : x ≤ 1 / 2) :
    0 ≤ majority m x ∧ majority m x ≤ x * (4 * x * (1 - x)) ^ m := by
  have h1 : 0 ≤ 1 - x := by linarith
  constructor
  · exact Finset.sum_nonneg fun k _ =>
      nsmul_nonneg (mul_nonneg (pow_nonneg hx0 _) (pow_nonneg h1 _)) _
  have hs : ∑ j ∈ range (m + 1), ((2 * m + 1).choose j : ℝ) = 4 ^ m := by
    exact_mod_cast Nat.sum_range_choose_halfway m
  rw [majority_eq_sum_holes]
  calc _ ≤ ∑ j ∈ range (m + 1),
        ((2 * m + 1).choose j : ℝ) * (x ^ (m + 1) * (1 - x) ^ m) := by
        refine Finset.sum_le_sum ?_
        intro j hj
        have hj' := mem_range.mp hj
        -- trade the surplus factors x for the larger factors 1 - x
        have e1 : x ^ (2 * m + 1 - j) = x ^ (m + 1) * x ^ (m - j) := by
          rw [← pow_add]
          congr 1
          omega
        have e2 : (1 - x) ^ m = (1 - x) ^ (m - j) * (1 - x) ^ j := by
          rw [← pow_add]
          congr 1
          omega
        have h := pow_le_pow_left₀ hx0 (show x ≤ 1 - x by linarith) (m - j)
        rw [nsmul_eq_mul, e1, e2, mul_assoc (x ^ (m + 1))]
        exact mul_le_mul_of_nonneg_left (mul_le_mul_of_nonneg_left
          (mul_le_mul_of_nonneg_right h (pow_nonneg h1 j)) (pow_nonneg hx0 _))
          (Nat.cast_nonneg _)
    _ = x * (4 * x * (1 - x)) ^ m := by
        rw [← Finset.sum_mul, hs, mul_pow, mul_pow]
        ring
```

Nonnegativity is read off the definition term by term. For the upper bound, `e1` splits off the surplus $x^{m-j}$, `e2` splits $(1-x)^m$ to match, and `h` is the inequality $x^{m-j}\le(1-x)^{m-j}$. The last step of the `calc` block sums the coefficients.

That sum is where the proof turns, and Mathlib supplies it as `Nat.sum_range_choose_halfway`: the coefficients $\binom{2m+1}{i}$ with `i` in `range (m + 1)`, that is $0\le i\le m$, add up to $4^m$. The lemma sums over the lower half of the row, whereas the definition of `majority` runs over the upper half. The rewriting by `majority_eq_sum_holes` brings the polynomial into the lemma's shape. The lemma is also an equation between natural numbers, and `exact_mod_cast` carries it over to the reals as `hs`. The lower bound uses the same equation in the opposite direction, to show that one coefficient must be large.

## The lower bound

```lean
/-- For every occupation in `[0, 1]`, the purified occupation is at least
`x (4x(1-x))^m / (m+1)`. -/
theorem majority_lower_bound (m : ℕ) {x : ℝ} (hx0 : 0 ≤ x) (hx1 : x ≤ 1) :
    x * (4 * x * (1 - x)) ^ m / (m + 1) ≤ majority m x := by
  have h1 : 0 ≤ 1 - x := by linarith
  -- the central binomial coefficient is the largest of m + 1 terms with sum 4^m
  have hmid : 4 ^ m ≤ (m + 1) * (2 * m + 1).choose m := by
    calc 4 ^ m = ∑ i ∈ range (m + 1), (2 * m + 1).choose i :=
          (Nat.sum_range_choose_halfway m).symm
      _ ≤ ∑ _i ∈ range (m + 1), (2 * m + 1).choose m := by
          refine Finset.sum_le_sum ?_
          intro i _
          have h := Nat.choose_le_middle i (2 * m + 1)
          rwa [show (2 * m + 1) / 2 = m by omega] at h
      _ = (m + 1) * (2 * m + 1).choose m := by
          rw [Finset.sum_const, card_range, smul_eq_mul]
  have hmid' : (4 : ℝ) ^ m ≤ (m + 1) * ((2 * m + 1).choose m : ℝ) := by
    exact_mod_cast hmid
  have hterm : ((2 * m + 1).choose m : ℝ) * (x ^ (m + 1) * (1 - x) ^ m) ≤ majority m x := by
    rw [majority_eq_sum_holes]
    have h := Finset.single_le_sum
      (f := fun j => (2 * m + 1).choose j • (x ^ (2 * m + 1 - j) * (1 - x) ^ j))
      (fun j _ => nsmul_nonneg (mul_nonneg (pow_nonneg hx0 _) (pow_nonneg h1 _)) _)
      (mem_range.mpr (Nat.lt_succ_self m))
    simp only [show 2 * m + 1 - m = m + 1 by omega, nsmul_eq_mul] at h ⊢
    exact h
  have hm : (0 : ℝ) < m + 1 := by positivity
  rw [div_le_iff₀ hm]
  calc x * (4 * x * (1 - x)) ^ m = 4 ^ m * (x ^ (m + 1) * (1 - x) ^ m) := by
        rw [mul_pow, mul_pow]
        ring
    _ ≤ ((m + 1) * ((2 * m + 1).choose m : ℝ)) * (x ^ (m + 1) * (1 - x) ^ m) :=
        mul_le_mul_of_nonneg_right hmid' (mul_nonneg (pow_nonneg hx0 _) (pow_nonneg h1 _))
    _ = ((2 * m + 1).choose m : ℝ) * (x ^ (m + 1) * (1 - x) ^ m) * (m + 1) := by ring
    _ ≤ majority m x * (m + 1) := mul_le_mul_of_nonneg_right hterm hm.le
```

`hmid` compares each of the $m+1$ coefficients with the central one by `Nat.choose_le_middle`, which gives $4^m\le(m+1)\binom{2m+1}{m}$. `hterm` keeps the term $j=m$ and discards the rest, which is allowed because all terms are nonnegative on $[0,1]$. The final `calc` block combines the two after multiplying through by $m+1$.

## Levels at a distance from 1/2

```lean
/-- An occupation at least `δ` below `1/2` is purified to at most `x (1 - 4δ²)^m`. -/
theorem majority_le_of_gap (m : ℕ) {x δ : ℝ} (hx0 : 0 ≤ x) (hδ : 0 ≤ δ)
    (hx : x ≤ 1 / 2 - δ) : majority m x ≤ x * (1 - 4 * δ ^ 2) ^ m := by
  refine (majority_bounds m hx0 (by linarith)).2.trans ?_
  have h0 : 0 ≤ 4 * x * (1 - x) := mul_nonneg (by linarith) (by linarith)
  have h1 : 4 * x * (1 - x) ≤ 1 - 4 * δ ^ 2 := by
    nlinarith [mul_nonneg (show 0 ≤ 1 / 2 - x - δ by linarith)
      (show 0 ≤ 1 / 2 - x + δ by linarith)]
  exact mul_le_mul_of_nonneg_left (pow_le_pow_left₀ h0 h1 m) hx0
```

Here `δ` is a lower bound on the distance of the level from $1/2$. In a calculation where $D$ starts as a linear function of the Hamiltonian with the chemical potential mapped to $1/2$, that distance is the rescaled energy distance to the chemical potential. The inequality $4x(1-x)\le 1-4\delta^2$ is left to `nlinarith`, which receives the product $(1/2-x-\delta)(1/2-x+\delta)\ge 0$ as a hint.

## From numbers to operators

```lean
/-- If `D` acts on `v` as the real number `x`, then the majority polynomial of `D` acts on `v` as
the majority polynomial of `x`. -/
theorem majority_apply_eigenvector {V : Type*} [AddCommGroup V] [Module ℂ V] (m : ℕ)
    (D : Module.End ℂ V) {v : V} {x : ℝ} (hv : D v = (x : ℂ) • v) :
    majority m D v = ((majority m x : ℝ) : ℂ) • v := by
  have hpow : ∀ (A : Module.End ℂ V) (c : ℂ), A v = c • v → ∀ k : ℕ,
      (A ^ k) v = c ^ k • v := by
    intro A c h k
    induction k with
    | zero => simp
    | succ k ih =>
      rw [pow_succ A k, Module.End.mul_apply, h, map_smul, ih, smul_smul, pow_succ' c k]
  have h1 : (1 - D) v = (1 - (x : ℂ)) • v := by
    rw [LinearMap.sub_apply, Module.End.one_apply, hv, sub_smul, one_smul]
  unfold majority
  rw [LinearMap.sum_apply, Complex.ofReal_sum, Finset.sum_smul]
  refine Finset.sum_congr rfl ?_
  intro k _
  rw [LinearMap.smul_apply, Module.End.mul_apply, hpow _ _ h1, map_smul, hpow _ _ hv,
    ← Nat.cast_smul_eq_nsmul ℂ _ (_ : V), smul_smul, smul_smul]
  congr 1
  rw [nsmul_eq_mul]
  push_cast
  ring
```

The hypothesis `hv` says that $D$ acts on $v$ as the real number $x$, embedded in the complex numbers. In the conclusion `majority` appears twice, once for the operator and once for the occupation. `hpow` proves by induction that a power of an operator acts on an eigenvector as the power of its eigenvalue. It is applied to $D$ and, through `h1`, to $1-D$, after which the two sums agree term by term.

## The purification step

```lean
/-- One purification step on a linear operator `D`: an eigenvector with eigenvalue in `[0, 1/2]` is
mapped to zero, and one with eigenvalue in `[1/2, 1]` to itself, up to the stated errors. -/
theorem purification_step {V : Type*} [NormedAddCommGroup V] [NormedSpace ℂ V] (m : ℕ)
    (D : Module.End ℂ V) {v : V} {x : ℝ} (hv : D v = (x : ℂ) • v) :
    (0 ≤ x → x ≤ 1 / 2 → ‖majority m D v‖ ≤ x * (4 * x * (1 - x)) ^ m * ‖v‖) ∧
    (1 / 2 ≤ x → x ≤ 1 →
      ‖majority m D v - v‖ ≤ (1 - x) * (4 * x * (1 - x)) ^ m * ‖v‖) := by
  rw [majority_apply_eigenvector m D hv]
  constructor
  · intro h0 h1
    obtain ⟨hn, hb⟩ := majority_bounds m h0 h1
    rw [norm_smul, Complex.norm_real, Real.norm_of_nonneg hn]
    exact mul_le_mul_of_nonneg_right hb (norm_nonneg v)
  · intro h0 h1
    -- the missing occupation is the purified occupation of the hole
    obtain ⟨hn, hb⟩ := majority_bounds m (x := 1 - x) (by linarith) (by linarith)
    rw [show 4 * (1 - x) * (1 - (1 - x)) = 4 * x * (1 - x) by ring] at hb
    have hx : majority m x = 1 - majority m (1 - x) := by
      linarith [majority_add_majority_hole m x]
    rw [hx, Complex.ofReal_sub, Complex.ofReal_one, sub_smul, one_smul,
      sub_sub_cancel_left, norm_neg, norm_smul, Complex.norm_real, Real.norm_of_nonneg hn]
    exact mul_le_mul_of_nonneg_right hb (norm_nonneg v)

end MajorityPurification
```

The two parts are the norm bounds derived above, with the factor `‖v‖` kept because `v` need not be normalised. The first is `majority_bounds` multiplied by the norm. The second applies `majority_bounds` to $1-x$ and uses the symmetry to write $p_m(D)v-v=-p_m(1-x)v$.

The space may have any dimension, and $D$ need not be Hermitian. What is assumed is an eigenvector with a real occupation in the stated interval; for a Hermitian $D$ with spectrum in $[0,1]$ every eigenvector qualifies. The estimate concerns one eigenvector at a time in exact arithmetic. It does not cover rounding, the truncation of small matrix elements, or the construction of $D$ from a Hamiltonian. For linear-scaling electronic structure with a one-particle (non-interacting or mean-field) density operator, it tells how the order of a single purification step controls the error in each level's occupation.

```lean
#print axioms MajorityPurification.majority_lower_bound
-- 'MajorityPurification.majority_lower_bound' depends on axioms: [propext, Classical.choice, Quot.sound]
#print axioms MajorityPurification.majority_le_of_gap
-- 'MajorityPurification.majority_le_of_gap' depends on axioms: [propext, Classical.choice, Quot.sound]
#print axioms MajorityPurification.majority_apply_eigenvector
-- 'MajorityPurification.majority_apply_eigenvector' depends on axioms: [propext, Classical.choice, Quot.sound]
#print axioms MajorityPurification.purification_step
-- 'MajorityPurification.purification_step' depends on axioms: [propext, Classical.choice, Quot.sound]
```
